# The mean of cos(mt) over an N-point Chebyshev grid vanishes for whole m with 0 < m < 2N

The grid consists of the N angles π(j + 1/2)/N with j = 0, …, N − 1, the midpoints of N equal cells of [0, π]. The theorem says that the harmonic cos(mt), sampled at these angles and averaged with equal weights, gives exactly zero for every natural number m with 0 < m < 2N. The proof multiplies the sum of the cosines by 2 sin(mπ/(2N)), which makes it telescope to sin(mπN/N), that is, to sin(mπ) = 0. Since the sine in the multiplier is positive for these m, the sum itself must vanish.

As first written in Lean, the proof fails:

```lean
import Mathlib

open Finset
open scoped Real

namespace ChebyshevGrid

noncomputable section

/-- The `j`-th angle of the Chebyshev grid with `N` points, the midpoint of the `j`-th of `N`
equal cells of `[0, π]`. -/
def node (N j : ℕ) : ℝ := π * (j + 1 / 2) / N

/-- The mean of a function of the angle over the `N` grid angles. -/
def gridMean (N : ℕ) (f : ℝ → ℝ) : ℝ := (∑ j ∈ range N, f (node N j)) / N

/-- The grid mean of the harmonic `cos (m t)` vanishes for `0 < m < 2N`. -/
theorem gridMean_harmonic {N m : ℕ} (hm : 0 < m) (h : m < 2 * N) :
    gridMean N (fun t => Real.cos (m * t)) = 0 := by
  have hN : (0 : ℝ) < N := by
    have : 0 < N := by omega
    exact_mod_cast this
  have hm' : (0 : ℝ) < m := by exact_mod_cast hm
  have h' : (m : ℝ) < 2 * N := by exact_mod_cast h
  have hs : 0 < Real.sin (m * π / (2 * N)) := by
    apply Real.sin_pos_of_pos_of_lt_pi
    · positivity
    · rw [div_lt_iff₀ (by positivity)]
      nlinarith [mul_pos (sub_pos.2 h') Real.pi_pos]
  -- multiplied by the sine of the half step, the sum telescopes
  have tel : ∀ n : ℕ, 2 * Real.sin (m * π / (2 * N)) *
      ∑ j ∈ range n, Real.cos (m * node N j) = Real.sin (m * π * n / N) := by
    intro n
    induction n with
    | zero => simp
    | succ n ih =>
      have e1 : (m : ℝ) * π * ((n + 1 : ℕ) : ℝ) / N
          = m * node N n + m * π / (2 * N) := by
        unfold node
        push_cast
        ring
      have e2 : (m : ℝ) * π * n / N = m * node N n - m * π / (2 * N) := by
        unfold node
        ring
      rw [sum_range_succ, mul_add, ih, e1, e2, Real.sin_add, Real.sin_sub]
      ring
  have hz := tel N
  rw [mul_div_assoc, div_self hN.ne', mul_one, Real.sin_nat_mul_pi] at hz
  have hsum := (mul_eq_zero.1 hz).resolve_left (by positivity)
  simp only [gridMean]
  rw [hsum, zero_div]

end

end ChebyshevGrid
```

The error:

```
Main.lean:48:21: error: Tactic `rewrite` failed: Did not find an occurrence of the pattern
  ↑N / ↑N
in the target expression
  2 * Real.sin (↑m * (π / (2 * ↑N))) * ∑ j ∈ range N, Real.cos (↑m * node N j) = Real.sin (↑m * π * ↑N / ↑N)

N m : ℕ
hm : 0 < m
h : m < 2 * N
hN : 0 < ↑N
hm' : 0 < ↑m
h' : ↑m < 2 * ↑N
hs : 0 < Real.sin (↑m * π / (2 * ↑N))
tel :
  ∀ (n : ℕ), 2 * Real.sin (↑m * π / (2 * ↑N)) * ∑ j ∈ range n, Real.cos (↑m * node N j) = Real.sin (↑m * π * ↑n / ↑N)
hz : 2 * Real.sin (↑m * (π / (2 * ↑N))) * ∑ j ∈ range N, Real.cos (↑m * node N j) = Real.sin (↑m * π * ↑N / ↑N)
⊢ (gridMean N fun t => Real.cos (↑m * t)) = 0
```

Cause. The equation `hz` contains two quotients with a product on top: `m * π / (2 * N)` in the sine on the left, and `m * π * N / N` in the sine on the right. The rewrite with `mul_div_assoc`, given no arguments, was meant for the second, to split off a factor `N / N`. It matched the first instead, and `rw` then rewrites only instances of that same match. The message shows the result: the left side now has `m * (π / (2 * N))`, while the right side is unchanged. There is therefore no `N / N` in `hz` for `div_self hN.ne'` to rewrite, and Lean stops there.

The repair replaces the first three rewrites with `mul_div_cancel_right₀ ((m : ℝ) * π) hN.ne'`. Its arguments fix the left-hand side of the rewrite as `m * π * N / N`, which occurs only on the right of `hz`, and turn it into `m * π` in one step. `Real.sin_nat_mul_pi` then applies and makes the right side zero.

As a diff, the version that Lean accepts:

```diff
@@ -46,5 +46,5 @@
       ring
   have hz := tel N
-  rw [mul_div_assoc, div_self hN.ne', mul_one, Real.sin_nat_mul_pi] at hz
+  rw [mul_div_cancel_right₀ ((m : ℝ) * π) hN.ne', Real.sin_nat_mul_pi] at hz
   have hsum := (mul_eq_zero.1 hz).resolve_left (by positivity)
   simp only [gridMean]
```
